# Under a differentiable single-well pair potential, the equilibrium spacing of a uniform chain of three or more atoms is below the pair distance

The chain is described by one number. Its $N$ atoms sit on a line at positions $0, a, 2a, \dots, (N-1)a$, and only the common spacing $a > 0$ may vary. An equilibrium is a local minimum of the total energy as a function of $a$, so neither unequal gaps nor sideways displacements compete with it. The energy is a sum over pairs, without many-body terms or zero-point motion. All pairs share one differentiable potential, which is repulsive below a distance $r_0$ and attractive at every larger distance.

Within this model, every equilibrium spacing is smaller than $r_0$, the distance at which two isolated atoms would settle, and the whole chain is longer than $r_0$:
$$\frac{r_0}{N-1} < a < r_0 \qquad (N \ge 3).$$
This is a finite, one-dimensional version of a familiar effect in crystal cohesion with pair potentials, where attraction from more distant neighbours compresses the nearest-neighbour contacts.

```lean
import Mathlib

open Finset Set

namespace ChainContraction

noncomputable section
```

## The pair potential and the chain energy

Let $V(r)$ be the energy of two atoms at distance $r$. It is differentiable for $r > 0$, with $V'(r) < 0$ for $0 < r < r_0$ and $V'(r) > 0$ for $r > r_0$. Since the force along the separation is $-V'(r)$, the first condition is repulsion at short range and the second is attraction at long range. `PairWell V r0` collects these assumptions. In Lean, `V` is a function on all real numbers, but nothing is assumed about it at $r \le 0$. No particular decay, convexity or divergence at contact is required. Differentiability at $r_0$ does matter: hard spheres of diameter $r_0$ with an attractive tail would settle at exactly $a = r_0$, without contraction.

```lean
/-- A pair potential that is differentiable at positive distances, repulsive below `r0`
and attractive above `r0`. -/
structure PairWell (V : ℝ → ℝ) (r0 : ℝ) : Prop where
  pos : 0 < r0
  diff : ∀ r, 0 < r → DifferentiableAt ℝ V r
  repulsive : ∀ r, 0 < r → r < r0 → deriv V r < 0
  attractive : ∀ r, r0 < r → 0 < deriv V r
```

Number the atoms from $0$ to $N-1$. Atoms $i < j$ are $(j-i)a$ apart, so the total energy, with each pair counted once, is
$$E_N(a) = \sum_{0 \le i < j < N} V\big((j-i)a\big).$$

```lean
/-- Total pair energy of `N` collinear atoms with equal spacing `a`, each pair counted once. -/
def chainEnergy (V : ℝ → ℝ) (N : ℕ) (a : ℝ) : ℝ :=
  ∑ j ∈ Finset.range N, ∑ i ∈ Finset.range j, V (((j : ℝ) - i) * a)
```

Differentiating term by term suggests the slope
$$S_N(a) = \sum_{0 \le i < j < N} (j-i)\,V'\big((j-i)a\big).$$
At this point it is only a definition; that it equals $E_N'(a)$ is proved below.

```lean
/-- The sum over pairs of the slope of the potential, weighted by the pair separation in
units of the spacing. -/
def chainSlope (V : ℝ → ℝ) (N : ℕ) (a : ℝ) : ℝ :=
  ∑ j ∈ Finset.range N, ∑ i ∈ Finset.range j, ((j : ℝ) - i) * deriv V (((j : ℝ) - i) * a)
```

A concrete example is the Lennard-Jones potential, written with its well depth $\varepsilon$ and the position $r_0$ of its minimum:
$$V(r) = \varepsilon\left[\left(\frac{r_0}{r}\right)^{12} - 2\left(\frac{r_0}{r}\right)^{6}\right].$$
Codes often take the zero crossing $\sigma$ as the length parameter instead; then $r_0 = 2^{1/6}\sigma$.

```lean
/-- The Lennard-Jones potential with well depth `ε` and equilibrium distance `r0`. -/
def lennardJones (ε r0 r : ℝ) : ℝ := ε * ((r0 / r) ^ 12 - 2 * (r0 / r) ^ 6)
```

## No force at the pair distance

The assumptions give the sign of $V'$ on either side of $r_0$ but not its value there. Since $V$ is continuous at $r_0$, falls before it and rises after it, $r_0$ is a local minimum. As $V$ is differentiable there, $V'(r_0) = 0$. The lemma proves the local minimum from the derivative signs on $(0, r_0)$ and $(r_0, r_0+1)$; later proofs extract the vanishing derivative from it.

```lean
variable {V : ℝ → ℝ} {r0 a : ℝ} {N : ℕ}

/-- The pair potential has a local minimum at `r0`. -/
theorem PairWell.isLocalMin (h : PairWell V r0) : IsLocalMin V r0 :=
  isLocalMin_of_deriv_Ioo h.pos (lt_add_one r0) (h.diff r0 h.pos).continuousAt
    (fun x hx => (h.diff x hx.1).differentiableWithinAt)
    (fun x hx => (h.diff x (h.pos.trans hx.1)).differentiableWithinAt)
    (fun x hx => (h.repulsive x hx.1 hx.2).le)
    (fun x hx => (h.attractive x hx.1).le)
```

## The slope of the energy

For a pair $i < j$, the chain rule gives
$$\frac{d}{da} V\big((j-i)a\big) = (j-i)\,V'\big((j-i)a\big).$$
The argument $(j-i)a$ is positive, so $V$ is differentiable there. Summing over pairs gives $E_N'(a) = S_N(a)$. The proof follows the same order: `HasDerivAt.fun_sum` passes through the two sums, and `hV.comp a hl` is the chain rule for one pair.

```lean
/-- The derivative of the chain energy with respect to the spacing is `chainSlope`. -/
theorem PairWell.hasDerivAt_chainEnergy (h : PairWell V r0) (N : ℕ) (ha : 0 < a) :
    HasDerivAt (chainEnergy V N) (chainSlope V N a) a := by
  unfold chainSlope
  show HasDerivAt (fun x => ∑ j ∈ Finset.range N, ∑ i ∈ Finset.range j,
    V (((j : ℝ) - i) * x)) _ a
  refine HasDerivAt.fun_sum fun j _ => HasDerivAt.fun_sum fun i hi => ?_
  have hij : (0 : ℝ) < (j : ℝ) - i :=
    sub_pos.mpr (by exact_mod_cast Finset.mem_range.mp hi)
  have hV := (h.diff _ (mul_pos hij ha)).hasDerivAt
  have hl : HasDerivAt (fun x : ℝ => ((j : ℝ) - i) * x) ((j : ℝ) - i) a :=
    ((hasDerivAt_id' a).const_mul ((j : ℝ) - i)).congr_deriv (mul_one _)
  exact (hV.comp a hl).congr_deriv (mul_comm _ _)
```

## A chain with spacing at or above the pair distance pulls inward

Suppose $a \ge r_0$. Every pair satisfies $(j-i)a \ge a \ge r_0$, so every term of $S_N(a)$ is nonnegative. First neighbours may contribute zero, when $a = r_0$. With three atoms, however, there is a second-neighbour pair, and $2a > r_0$ gives $2V'(2a) > 0$. Hence $S_N(a) > 0$.

In the proof, `term` is the bound for an arbitrary pair and `key` is the strict inequality for atoms $0$ and $2$. `Finset.sum_pos'` then says that a sum of nonnegative terms with one positive term is positive; it is used once for each of the nested sums.

```lean
/-- With three or more atoms, the energy slope is positive at every spacing `a ≥ r0`. -/
theorem PairWell.chainSlope_pos (h : PairWell V r0) (hN : 3 ≤ N) (ha : r0 ≤ a) :
    0 < chainSlope V N a := by
  -- no pair is closer than `r0`, so no pair repels
  have term : ∀ j i : ℕ, i < j → 0 ≤ ((j : ℝ) - i) * deriv V (((j : ℝ) - i) * a) := by
    intro j i hij
    have h0 : (i : ℝ) + 1 ≤ j := by exact_mod_cast hij
    have h1 : (0 : ℝ) ≤ (j : ℝ) - i - 1 := by linarith
    have h2 : r0 ≤ ((j : ℝ) - i) * a := by
      nlinarith [mul_nonneg h1 (h.pos.le.trans ha)]
    refine mul_nonneg (by linarith) ?_
    rcases h2.eq_or_lt with e | l
    · have hz := h.isLocalMin.deriv_eq_zero
      rw [e] at hz
      exact hz.ge
    · exact (h.attractive _ l).le
  -- second neighbours strictly attract
  have key : 0 < (((2 : ℕ) : ℝ) - ((0 : ℕ) : ℝ)) *
      deriv V ((((2 : ℕ) : ℝ) - ((0 : ℕ) : ℝ)) * a) := by
    have e : ((2 : ℕ) : ℝ) - ((0 : ℕ) : ℝ) = 2 := by norm_num
    rw [e]
    exact mul_pos two_pos (h.attractive _ (by linarith [h.pos]))
  exact Finset.sum_pos'
    (fun j _ => Finset.sum_nonneg fun i hi => term j i (Finset.mem_range.mp hi))
    ⟨2, Finset.mem_range.mpr (by omega), Finset.sum_pos'
      (fun i hi => term 2 i (Finset.mem_range.mp hi)) ⟨0, by simp, key⟩⟩
```

## A chain no longer than the pair distance pushes outward

Now suppose $(N-1)a \le r_0$. No pair is farther apart than the two ends, so $(j-i)a \le r_0$ and every term of $S_N(a)$ is at most zero. For first neighbours, $N \ge 3$ gives $a < (N-1)a \le r_0$, so $V'(a) < 0$ strictly. Hence $S_N(a) < 0$.

The proof applies the previous summation argument to the negated terms, with atoms $0$ and $1$ supplying the strict inequality, and restores the sign at the end.

```lean
/-- With three or more atoms, the energy slope is negative whenever the whole chain is no
longer than `r0`. -/
theorem PairWell.chainSlope_neg (h : PairWell V r0) (hN : 3 ≤ N) (ha : 0 < a)
    (hL : ((N : ℝ) - 1) * a ≤ r0) : chainSlope V N a < 0 := by
  have hN' : (3 : ℝ) ≤ N := by exact_mod_cast hN
  -- no pair is farther apart than `r0`, so no pair attracts
  have term : ∀ j i : ℕ, j < N → i < j →
      0 ≤ -(((j : ℝ) - i) * deriv V (((j : ℝ) - i) * a)) := by
    intro j i hj hij
    have h0 : (i : ℝ) + 1 ≤ j := by exact_mod_cast hij
    have h1 : (j : ℝ) + 1 ≤ N := by exact_mod_cast hj
    have hi : (0 : ℝ) ≤ i := Nat.cast_nonneg i
    have hd : (0 : ℝ) < (j : ℝ) - i := by linarith
    have h3 : (0 : ℝ) ≤ (N : ℝ) - 1 - ((j : ℝ) - i) := by linarith
    have h2 : ((j : ℝ) - i) * a ≤ r0 := by nlinarith [mul_nonneg h3 ha.le]
    have hs : deriv V (((j : ℝ) - i) * a) ≤ 0 := by
      rcases h2.eq_or_lt with e | l
      · rw [e]
        exact h.isLocalMin.deriv_eq_zero.le
      · exact (h.repulsive _ (mul_pos hd ha) l).le
    exact neg_nonneg.mpr (mul_nonpos_of_nonneg_of_nonpos hd.le hs)
  -- first neighbours strictly repel
  have key : 0 < -((((1 : ℕ) : ℝ) - ((0 : ℕ) : ℝ)) *
      deriv V ((((1 : ℕ) : ℝ) - ((0 : ℕ) : ℝ)) * a)) := by
    have e : ((1 : ℕ) : ℝ) - ((0 : ℕ) : ℝ) = 1 := by norm_num
    rw [e, one_mul, one_mul]
    exact neg_pos.mpr (h.repulsive a ha (by nlinarith))
  have total : 0 < ∑ j ∈ Finset.range N, ∑ i ∈ Finset.range j,
      -(((j : ℝ) - i) * deriv V (((j : ℝ) - i) * a)) :=
    Finset.sum_pos'
      (fun j hj => Finset.sum_nonneg fun i hi =>
        term j i (Finset.mem_range.mp hj) (Finset.mem_range.mp hi))
      ⟨1, Finset.mem_range.mpr (by omega), Finset.sum_pos'
        (fun i hi => term 1 i (by omega) (Finset.mem_range.mp hi)) ⟨0, by simp, key⟩⟩
  simp only [Finset.sum_neg_distrib] at total
  unfold chainSlope
  linarith
```

## Both bounds on the spacing

At a local minimum, $E_N'(a) = S_N(a) = 0$. If $a \ge r_0$, the slope would be positive; if $(N-1)a \le r_0$, it would be negative. Both are impossible, which leaves $r_0/(N-1) < a < r_0$. The two `by_contra` branches are these two contradictions.

For three atoms the balance is simply $2V'(a) + 2V'(2a) = 0$: the repulsion between neighbours cancels the attraction between the ends.

```lean
/-- **Chain contraction.** For three or more atoms, any spacing that locally minimises the
total pair energy lies strictly between `r0 / (N - 1)` and the pair distance `r0`. -/
theorem chain_contraction (h : PairWell V r0) (hN : 3 ≤ N) (ha : 0 < a)
    (hmin : IsLocalMin (chainEnergy V N) a) : r0 / ((N : ℝ) - 1) < a ∧ a < r0 := by
  have hN' : (3 : ℝ) ≤ N := by exact_mod_cast hN
  have h0 := hmin.hasDerivAt_eq_zero (h.hasDerivAt_chainEnergy N ha)
  constructor
  · rw [div_lt_iff₀ (by linarith)]
    by_contra hc
    have := h.chainSlope_neg hN ha (by linarith [not_lt.mp hc])
    linarith
  · by_contra hc
    have := h.chainSlope_pos hN (not_lt.mp hc)
    linarith
```

In a calculation, this appears as the minimum of an energy scan over $a$, and the bounds supply a bracket for the search. The scan must include pairs beyond first neighbours: with a first-neighbour cutoff the energy is $(N-1)V(a)$, whose minimum stays at $r_0$. For the Lennard-Jones trimer with all pairs included, setting the slope to zero gives $a \approx 0.9987\,r_0$, so the contraction can be small.

A different model would let all $N-1$ gaps vary independently. The slope with respect to one gap is then the sum of $V'$ over the pairs that span it, and the same sign argument puts every gap of a relaxed chain below $r_0$. The lower bound would survive only for the average gap, and the gaps need not be equal. That variant is argued here in prose and has no theorem in the file.

## A best spacing exists

Put $\ell = r_0/(N-1)$. The energy is continuous on the closed interval $[\ell, r_0]$, so it attains a minimum there at some $a$. Any other positive spacing $b$ does no better:

- If $b < \ell$, the slope is negative between $b$ and $\ell$, so $E_N(b) \ge E_N(\ell) \ge E_N(a)$.
- If $b > r_0$, the slope is positive between $r_0$ and $b$, so $E_N(b) \ge E_N(r_0) \ge E_N(a)$.

Thus $a$ minimises the energy among all positive spacings, which Lean writes as `IsMinOn (chainEnergy V N) (Ioi 0) a`. Since the positive half-line is open, this $a$ is also a local minimum and obeys the strict bounds above. The theorem does not say that it is unique.

```lean
/-- For three or more atoms, some positive spacing minimises the total pair energy among all
positive spacings. -/
theorem exists_equilibrium (h : PairWell V r0) (hN : 3 ≤ N) :
    ∃ a, 0 < a ∧ IsMinOn (chainEnergy V N) (Ioi 0) a := by
  have hN' : (3 : ℝ) ≤ N := by exact_mod_cast hN
  have hn : (0 : ℝ) < (N : ℝ) - 1 := by linarith
  have hd := fun (x : ℝ) (hx : 0 < x) => h.hasDerivAt_chainEnergy N hx
  obtain ⟨l, hl⟩ : ∃ l, l = r0 / ((N : ℝ) - 1) := ⟨_, rfl⟩
  have hl0 : 0 < l := hl ▸ div_pos h.pos hn
  have hlr : ((N : ℝ) - 1) * l = r0 := by rw [hl]; field_simp
  have hle : l ≤ r0 := by nlinarith
  -- a minimiser on the compact window `[l, r0]`
  obtain ⟨a, haI, hmin⟩ := isCompact_Icc.exists_isMinOn (Set.nonempty_Icc.mpr hle)
    (fun x hx => (hd x (hl0.trans_le hx.1)).continuousAt.continuousWithinAt)
  refine ⟨a, hl0.trans_le haI.1, fun b hb => ?_⟩
  have hb0 : 0 < b := hb
  show chainEnergy V N a ≤ chainEnergy V N b
  rcases lt_or_ge b l with hbl | hbl
  · -- the energy falls from `b` to `l`
    have anti : AntitoneOn (chainEnergy V N) (Icc b l) := by
      refine antitoneOn_of_deriv_nonpos (convex_Icc b l)
        (fun x hx => (hd x (hb0.trans_le hx.1)).continuousAt.continuousWithinAt) ?_ ?_
      · intro x hx
        rw [interior_Icc] at hx
        exact (hd x (hb0.trans hx.1)).differentiableAt.differentiableWithinAt
      · intro x hx
        rw [interior_Icc] at hx
        rw [(hd x (hb0.trans hx.1)).deriv]
        exact (h.chainSlope_neg hN (hb0.trans hx.1) (by nlinarith [hx.2])).le
    exact (hmin (Set.left_mem_Icc.mpr hle)).trans
      (anti (Set.left_mem_Icc.mpr hbl.le) (Set.right_mem_Icc.mpr hbl.le) hbl.le)
  · rcases le_or_gt b r0 with hbr | hbr
    · exact hmin ⟨hbl, hbr⟩
    · -- the energy rises from `r0` to `b`
      have mono : MonotoneOn (chainEnergy V N) (Icc r0 b) := by
        refine monotoneOn_of_deriv_nonneg (convex_Icc r0 b)
          (fun x hx => (hd x (h.pos.trans_le hx.1)).continuousAt.continuousWithinAt) ?_ ?_
        · intro x hx
          rw [interior_Icc] at hx
          exact (hd x (h.pos.trans hx.1)).differentiableAt.differentiableWithinAt
        · intro x hx
          rw [interior_Icc] at hx
          rw [(hd x (h.pos.trans hx.1)).deriv]
          exact (h.chainSlope_pos hN hx.1.le).le
      exact (hmin (Set.right_mem_Icc.mpr hle)).trans
        (mono (Set.left_mem_Icc.mpr hbr.le) (Set.right_mem_Icc.mpr hbr.le) hbr.le)
```

## Compressed contacts and attracting ends

The bounds translate directly into forces. From $a < r_0$ follows $V'(a) < 0$, so nearest neighbours repel. From $(N-1)a > r_0$ follows $V'((N-1)a) > 0$, so the two end atoms attract. Pairs at intermediate distances may do either.

```lean
/-- At a locally minimising spacing of three or more atoms, nearest neighbours repel each
other while the two end atoms attract each other. -/
theorem equilibrium_forces (h : PairWell V r0) (hN : 3 ≤ N) (ha : 0 < a)
    (hmin : IsLocalMin (chainEnergy V N) a) :
    deriv V a < 0 ∧ 0 < deriv V (((N : ℝ) - 1) * a) := by
  have hN' : (3 : ℝ) ≤ N := by exact_mod_cast hN
  obtain ⟨h1, h2⟩ := chain_contraction h hN ha hmin
  rw [div_lt_iff₀ (by linarith)] at h1
  exact ⟨h.repulsive a ha h2, h.attractive _ (by linarith)⟩
```

## Two atoms do not contract

For $N = 2$ there is only one pair and $E_2(a) = V(a)$. A local minimum needs $V'(a) = 0$, which the sign conditions exclude for $a < r_0$ and $a > r_0$; conversely, $r_0$ is a local minimum. The equilibrium spacing is therefore exactly $r_0$, and the strict upper bound needs at least three atoms.

```lean
/-- For two atoms, a positive spacing locally minimises the energy exactly when it equals
`r0`. -/
theorem dimer_equilibrium_iff (h : PairWell V r0) (ha : 0 < a) :
    IsLocalMin (chainEnergy V 2) a ↔ a = r0 := by
  have e : chainEnergy V 2 = V := by
    funext x
    simp [chainEnergy, Finset.sum_range_succ]
  rw [e]
  constructor
  · intro hm
    have h0 := hm.deriv_eq_zero
    rcases lt_trichotomy a r0 with hlt | heq | hgt
    · linarith [h.repulsive a ha hlt]
    · exact heq
    · linarith [h.attractive a hgt]
  · rintro rfl
    exact h.isLocalMin
```

## Lennard-Jones atoms satisfy the assumptions

Write $u = r_0/r$, so that $du/dr = -u/r$. Then
$$V'(r) = \varepsilon\,(12u^{11} - 12u^5)\left(-\frac{u}{r}\right) = \frac{12\varepsilon}{r}\,(u^6 - u^{12}).$$
For $r < r_0$ we have $u > 1$, hence $u^{12} > u^6$ and $V' < 0$. For $r > r_0$ we have $0 < u < 1$, and the inequality and the sign reverse. With $\varepsilon > 0$ and $r_0 > 0$, every result above therefore applies to Lennard-Jones chains. In the proof, `hd` is the derivative formula, and the last two cases compare the powers of $u$.

```lean
/-- The Lennard-Jones potential with positive well depth and equilibrium distance `r0` is
repulsive below `r0` and attractive above it. -/
theorem lennardJones_witness {ε r0 : ℝ} (hε : 0 < ε) (h0 : 0 < r0) :
    PairWell (lennardJones ε r0) r0 := by
  have hd : ∀ r : ℝ, 0 < r → HasDerivAt (lennardJones ε r0)
      (12 * ε / r * ((r0 / r) ^ 6 - (r0 / r) ^ 12)) r := by
    intro r hr
    have hu : HasDerivAt (fun x : ℝ => r0 / x) (-r0 / r ^ 2) r :=
      ((hasDerivAt_const r r0).fun_div (hasDerivAt_id' r) hr.ne').congr_deriv (by ring)
    have hE := ((hu.fun_pow 12).fun_sub ((hu.fun_pow 6).const_mul 2)).const_mul ε
    exact hE.congr_deriv (by simp only [Nat.cast_ofNat, Nat.reduceSub]; ring)
  refine ⟨h0, fun r hr => (hd r hr).differentiableAt, fun r hr hlt => ?_, fun r hlt => ?_⟩
  · rw [(hd r hr).deriv]
    have hu : 1 < r0 / r := (one_lt_div hr).mpr hlt
    have hp : (r0 / r) ^ 6 < (r0 / r) ^ 12 := pow_lt_pow_right₀ hu (by norm_num)
    exact mul_neg_of_pos_of_neg (by positivity) (by linarith)
  · have hr : 0 < r := h0.trans hlt
    rw [(hd r hr).deriv]
    have hu : r0 / r < 1 := (div_lt_one hr).mpr hlt
    have hp : (r0 / r) ^ 12 < (r0 / r) ^ 6 :=
      pow_lt_pow_right_of_lt_one₀ (div_pos h0 hr) hu (by norm_num)
    exact mul_pos (by positivity) (by linarith)

end

end ChainContraction
```

```lean
#print axioms ChainContraction.chain_contraction
-- 'ChainContraction.chain_contraction' depends on axioms: [propext, Classical.choice, Quot.sound]
#print axioms ChainContraction.exists_equilibrium
-- 'ChainContraction.exists_equilibrium' depends on axioms: [propext, Classical.choice, Quot.sound]
#print axioms ChainContraction.equilibrium_forces
-- 'ChainContraction.equilibrium_forces' depends on axioms: [propext, Classical.choice, Quot.sound]
#print axioms ChainContraction.dimer_equilibrium_iff
-- 'ChainContraction.dimer_equilibrium_iff' depends on axioms: [propext, Classical.choice, Quot.sound]
```
